# The overlap of a real UHF determinant with its spin-rotated copy, from the alpha-beta orbital overlaps

Let the columns of the real matrices $A$ ($r\times m$) and $B$ ($r\times n$, with $n\le m$) be the occupied alpha and beta orbitals of an unrestricted Hartree-Fock (UHF) determinant in an orthonormal basis of $r$ spatial functions, each set orthonormal, and let $S=A^TB$. For a rotation by the angle $b$ about the y spin axis, write $c=\cos(b/2)$ and $s=\sin(b/2)$; the overlap of the determinant with its rotated copy is then $c^{m-n}\det(c^2 1+s^2S^TS)$.

```lean
import Mathlib

open Matrix

namespace UHFSpinRotation

noncomputable section

variable {ι κ : Type*} [Fintype ι] [DecidableEq ι] [Fintype κ]

/-- The Slater determinant, with prefactor 1/√N! for N electrons, of the spin orbitals in the
columns of `C` (of norm one if these columns are orthonormal), evaluated at the configuration `x`
that puts electron `i` in the one-particle basis state `x i`. -/
def slater (C : Matrix κ ι ℝ) (x : ι → κ) : ℝ :=
  (C.submatrix x id).det / √(Nat.factorial (Fintype.card ι) : ℝ)

/-- Rotation by the angle `b` about the y spin axis, for `r` spatial basis functions with
spin up (first block) and spin down (second block). -/
def spinRotation (r : ℕ) (b : ℝ) : Matrix (Fin r ⊕ Fin r) (Fin r ⊕ Fin r) ℝ :=
  fromBlocks (Real.cos (b / 2) • 1) (-(Real.sin (b / 2) • 1))
    (Real.sin (b / 2) • 1) (Real.cos (b / 2) • 1)

/-- The occupied UHF spin orbitals: the columns of `A` with spin up and those of `B` with
spin down. -/
def uhfOrbitals {r m n : ℕ} (A : Matrix (Fin r) (Fin m) ℝ) (B : Matrix (Fin r) (Fin n) ℝ) :
    Matrix (Fin r ⊕ Fin r) (Fin m ⊕ Fin n) ℝ :=
  fromBlocks A 0 0 B

/-- The overlap kernel: the inner product, summed over all electron configurations, of the UHF
determinant with the determinant whose spin orbitals are all rotated by `b`. -/
def overlapKernel {r m n : ℕ} (A : Matrix (Fin r) (Fin m) ℝ) (B : Matrix (Fin r) (Fin n) ℝ)
    (b : ℝ) : ℝ :=
  ∑ x : Fin m ⊕ Fin n → Fin r ⊕ Fin r,
    slater (uhfOrbitals A B) x * slater (spinRotation r b * uhfOrbitals A B) x

/-- Successive spin rotations about the y axis add their angles. -/
theorem spinRotation_mul (r : ℕ) (a b : ℝ) :
    spinRotation r a * spinRotation r b = spinRotation r (a + b) := by
  unfold spinRotation
  rw [fromBlocks_multiply, fromBlocks_inj, add_div, Real.cos_add, Real.sin_add]
  refine ⟨?_, ?_, ?_, ?_⟩ <;>
    simp only [Matrix.smul_mul, Matrix.mul_smul, Matrix.neg_mul, Matrix.mul_neg,
      Matrix.one_mul] <;> module

/-- The determinant of a real square matrix as a signed sum over permutations `τ`, with the entry in
column `τ i` taken from each row `i`. -/
theorem det_rows (M : Matrix ι ι ℝ) :
    M.det = ∑ τ : Equiv.Perm ι, ((Equiv.Perm.sign τ : ℤ) : ℝ) * ∏ i, M i (τ i) := by
  rw [← det_transpose, det_apply']
  rfl

/-- The inner product of two Slater determinants is the determinant of the overlaps between
their spin orbitals. -/
theorem slater_inner (C D : Matrix κ ι ℝ) :
    ∑ x : ι → κ, slater C x * slater D x = (Cᵀ * D).det := by
  -- one orbital product against a full determinant
  have h (σ : Equiv.Perm ι) :
      ∑ x : ι → κ, (∏ i, C (x i) (σ i)) * (D.submatrix x id).det
        = ((Equiv.Perm.sign σ : ℤ) : ℝ) * (Cᵀ * D).det := by
    rw [← det_permute, det_rows]
    simp_rw [det_rows (D.submatrix _ id), Finset.mul_sum]
    rw [Finset.sum_comm]
    refine Finset.sum_congr rfl fun τ _ => ?_
    have e : ∏ i, ((Cᵀ * D).submatrix σ id) i (τ i)
        = ∑ x : ι → κ, ∏ i, C (x i) (σ i) * D (x i) (τ i) := by
      simp only [submatrix_apply, id_eq, mul_apply, transpose_apply]
      rw [Finset.prod_univ_sum, Fintype.piFinset_univ]
    rw [e, Finset.mul_sum]
    refine Finset.sum_congr rfl fun x _ => ?_
    rw [Finset.prod_mul_distrib]
    simp only [submatrix_apply, id_eq]
    ring
  -- every permutation contributes the same amount
  have total : ∑ x : ι → κ, (C.submatrix x id).det * (D.submatrix x id).det
      = (Nat.factorial (Fintype.card ι) : ℝ) * (Cᵀ * D).det := by
    calc _ = ∑ σ : Equiv.Perm ι, ((Equiv.Perm.sign σ : ℤ) : ℝ) *
          ∑ x : ι → κ, (∏ i, C (x i) (σ i)) * (D.submatrix x id).det := by
          simp_rw [Finset.mul_sum]
          rw [Finset.sum_comm]
          refine Finset.sum_congr rfl fun x _ => ?_
          rw [det_rows (C.submatrix x id), Finset.sum_mul]
          refine Finset.sum_congr rfl fun σ _ => ?_
          simp only [submatrix_apply, id_eq]
          ring
      _ = ∑ _σ : Equiv.Perm ι, (Cᵀ * D).det := by
          refine Finset.sum_congr rfl fun σ _ => ?_
          rw [h σ]
          rcases Int.units_eq_one_or (Equiv.Perm.sign σ) with hs | hs <;> simp [hs]
      _ = _ := by
          rw [Finset.sum_const, Finset.card_univ, Fintype.card_perm, nsmul_eq_mul]
  have hN := Real.mul_self_sqrt (Nat.cast_nonneg (α := ℝ) (Nat.factorial (Fintype.card ι)))
  have hne : (Nat.factorial (Fintype.card ι) : ℝ) ≠ 0 :=
    Nat.cast_ne_zero.mpr (Nat.factorial_ne_zero _)
  simp only [slater, div_mul_div_comm, hN]
  rw [← Finset.sum_div, total, mul_div_cancel_left₀ _ hne]

/-- The block determinant identity for any real m by n matrix `S` with n ≤ m and any real
numbers `c` and `s`. -/
theorem det_rotated_overlap {m n : ℕ} (hmn : n ≤ m) (S : Matrix (Fin m) (Fin n) ℝ) (c s : ℝ) :
    (fromBlocks (c • 1) (-(s • S)) (s • Sᵀ) (c • 1)).det
      = c ^ (m - n) * (c ^ 2 • 1 + s ^ 2 • (Sᵀ * S)).det := by
  -- block elimination gives the identity multiplied by x ^ n
  have step (x : ℝ) : (fromBlocks (x • 1) (-(s • S)) (s • Sᵀ) (x • 1)).det * x ^ n
      = x ^ m * (x ^ 2 • 1 + s ^ 2 • (Sᵀ * S)).det := by
    have h : fromBlocks (x • 1) (-(s • S)) (s • Sᵀ) (x • 1) * fromBlocks 1 (s • S) 0 (x • 1)
        = fromBlocks (x • 1) 0 (s • Sᵀ) (x ^ 2 • 1 + s ^ 2 • (Sᵀ * S)) := by
      rw [fromBlocks_multiply, fromBlocks_inj]
      refine ⟨?_, ?_, ?_, ?_⟩ <;>
        simp only [Matrix.smul_mul, Matrix.mul_smul, Matrix.one_mul,
          Matrix.mul_one, Matrix.mul_zero] <;> module
    have hd := congrArg det h
    rw [det_mul, det_fromBlocks_zero₂₁, det_fromBlocks_zero₁₂] at hd
    simp only [det_smul, det_one, Fintype.card_fin, mul_one, one_mul] at hd
    exact hd
  -- both sides are continuous in x, so x = 0 follows from x ≠ 0
  have key : (fun x : ℝ => (fromBlocks (x • 1) (-(s • S)) (s • Sᵀ) (x • 1)).det)
      = fun x : ℝ => x ^ (m - n) * (x ^ 2 • 1 + s ^ 2 • (Sᵀ * S)).det := by
    refine Continuous.ext_on (dense_compl_singleton (0 : ℝ)) ?_ ?_ ?_
    · exact Continuous.matrix_det (Continuous.matrix_fromBlocks (by fun_prop)
        continuous_const continuous_const (by fun_prop))
    · exact (continuous_pow _).mul (Continuous.matrix_det (by fun_prop))
    · intro x hx
      have hx0 : x ≠ 0 := hx
      have hpow : x ^ m = x ^ (m - n) * x ^ n := by rw [← pow_add, Nat.sub_add_cancel hmn]
      have e := step x
      rw [hpow] at e
      apply mul_right_cancel₀ (pow_ne_zero n hx0)
      dsimp only
      linear_combination e
  exact congrFun key c

variable {r m n : ℕ}

/-- For orthonormal alpha orbitals `A` and orthonormal beta orbitals `B`, with n ≤ m, the overlap
kernel is c^(m-n) det(c² 1 + s² SᵀS), where S = AᵀB, c = cos(b/2) and s = sin(b/2). -/
theorem overlapKernel_eq (hmn : n ≤ m) (A : Matrix (Fin r) (Fin m) ℝ)
    (B : Matrix (Fin r) (Fin n) ℝ) (hA : Aᵀ * A = 1) (hB : Bᵀ * B = 1) (b : ℝ) :
    overlapKernel A B b = Real.cos (b / 2) ^ (m - n) *
      (Real.cos (b / 2) ^ 2 • 1 + Real.sin (b / 2) ^ 2 • ((Aᵀ * B)ᵀ * (Aᵀ * B))).det := by
  -- the overlaps between unrotated and rotated occupied spin orbitals
  have h : (uhfOrbitals A B)ᵀ * (spinRotation r b * uhfOrbitals A B)
      = fromBlocks (Real.cos (b / 2) • 1) (-(Real.sin (b / 2) • (Aᵀ * B)))
          (Real.sin (b / 2) • (Aᵀ * B)ᵀ) (Real.cos (b / 2) • 1) := by
    simp [uhfOrbitals, spinRotation, fromBlocks_transpose, fromBlocks_multiply, hA, hB]
  rw [overlapKernel, slater_inner, h, det_rotated_overlap hmn]

/-- If the alpha orbitals `A` and the beta orbitals `B` are each orthonormal, n ≤ m, and SᵀS is
diagonal with entries σ_j², where S = AᵀB, the kernel is c^(m-n) times the product of c² + s² σ_j²
over the beta orbitals, with c = cos(b/2) and s = sin(b/2). -/
theorem overlapKernel_paired (hmn : n ≤ m) (A : Matrix (Fin r) (Fin m) ℝ)
    (B : Matrix (Fin r) (Fin n) ℝ) (hA : Aᵀ * A = 1) (hB : Bᵀ * B = 1) (σ : Fin n → ℝ)
    (hS : (Aᵀ * B)ᵀ * (Aᵀ * B) = diagonal fun j => σ j ^ 2) (b : ℝ) :
    overlapKernel A B b = Real.cos (b / 2) ^ (m - n) *
      ∏ j, (Real.cos (b / 2) ^ 2 + Real.sin (b / 2) ^ 2 * σ j ^ 2) := by
  have h : Real.cos (b / 2) ^ 2 • (1 : Matrix (Fin n) (Fin n) ℝ)
      + Real.sin (b / 2) ^ 2 • diagonal (fun j => σ j ^ 2)
      = diagonal fun j => Real.cos (b / 2) ^ 2 + Real.sin (b / 2) ^ 2 * σ j ^ 2 := by
    ext i j
    by_cases hij : i = j
    · subst hij
      simp
    · simp [hij]
  rw [overlapKernel_eq hmn A B hA hB, hS, h, det_diagonal]

/-- If the beta orbitals are orthonormal combinations `A * U` of the orthonormal alpha orbitals,
with n ≤ m, the kernel is cos(b/2)^(m-n). -/
theorem overlapKernel_restricted (hmn : n ≤ m) (A : Matrix (Fin r) (Fin m) ℝ)
    (U : Matrix (Fin m) (Fin n) ℝ) (hA : Aᵀ * A = 1) (hU : Uᵀ * U = 1) (b : ℝ) :
    overlapKernel A (A * U) b = Real.cos (b / 2) ^ (m - n) := by
  have hS : Aᵀ * (A * U) = U := by rw [← Matrix.mul_assoc, hA, Matrix.one_mul]
  have hB : (A * U)ᵀ * (A * U) = 1 := by rw [transpose_mul, Matrix.mul_assoc, hS, hU]
  rw [overlapKernel_eq hmn A (A * U) hA hB, hS, hU, ← add_smul, Real.cos_sq_add_sin_sq,
    one_smul, det_one, mul_one]

/-- With equally many orthonormal alpha and beta orbitals, the kernel at the rotation angle π is
the square of the determinant of the alpha-beta overlap matrix. -/
theorem overlapKernel_pi (A B : Matrix (Fin r) (Fin n) ℝ) (hA : Aᵀ * A = 1)
    (hB : Bᵀ * B = 1) : overlapKernel A B Real.pi = (Aᵀ * B).det ^ 2 := by
  rw [overlapKernel_eq le_rfl A B hA hB, Real.cos_pi_div_two, Real.sin_pi_div_two,
    Nat.sub_self, pow_zero, one_mul, one_pow, one_smul, zero_pow two_ne_zero, zero_smul,
    zero_add, det_mul, det_transpose, sq]

/-- Two electrons in two basis functions, with alpha orbital (1, 0) and beta orbital (cos θ, sin θ):
both are normalised, and the kernel is cos²(b/2) + sin²(b/2) cos² θ. -/
theorem overlapKernel_witness (θ b : ℝ) :
    (!![1; 0] : Matrix (Fin 2) (Fin 1) ℝ)ᵀ * (!![1; 0] : Matrix (Fin 2) (Fin 1) ℝ) = 1 ∧
    (!![Real.cos θ; Real.sin θ] : Matrix (Fin 2) (Fin 1) ℝ)ᵀ * !![Real.cos θ; Real.sin θ] = 1 ∧
    overlapKernel (!![1; 0] : Matrix (Fin 2) (Fin 1) ℝ) !![Real.cos θ; Real.sin θ] b
      = Real.cos (b / 2) ^ 2 + Real.sin (b / 2) ^ 2 * Real.cos θ ^ 2 := by
  have hA : (!![1; 0] : Matrix (Fin 2) (Fin 1) ℝ)ᵀ *
      (!![1; 0] : Matrix (Fin 2) (Fin 1) ℝ) = 1 := by
    ext i j
    fin_cases i
    fin_cases j
    simp [Matrix.mul_apply, Fin.sum_univ_two]
  have hB : (!![Real.cos θ; Real.sin θ] : Matrix (Fin 2) (Fin 1) ℝ)ᵀ *
      !![Real.cos θ; Real.sin θ] = 1 := by
    ext i j
    fin_cases i
    fin_cases j
    simp [Matrix.mul_apply, Fin.sum_univ_two, ← sq]
  refine ⟨hA, hB, ?_⟩
  rw [overlapKernel_paired le_rfl _ _ hA hB (fun _ => Real.cos θ) ?_ b]
  · simp
  · ext i j
    fin_cases i
    fin_cases j
    simp [Matrix.mul_apply, Fin.sum_univ_two, sq]

end

end UHFSpinRotation
```

```lean
#print axioms UHFSpinRotation.spinRotation_mul
-- 'UHFSpinRotation.spinRotation_mul' depends on axioms: [propext, Classical.choice, Quot.sound]
#print axioms UHFSpinRotation.overlapKernel_paired
-- 'UHFSpinRotation.overlapKernel_paired' depends on axioms: [propext, Classical.choice, Quot.sound]
#print axioms UHFSpinRotation.overlapKernel_restricted
-- 'UHFSpinRotation.overlapKernel_restricted' depends on axioms: [propext, Classical.choice, Quot.sound]
#print axioms UHFSpinRotation.overlapKernel_pi
-- 'UHFSpinRotation.overlapKernel_pi' depends on axioms: [propext, Classical.choice, Quot.sound]
```

## The states and the overlap in Lean

The one-particle basis is `Fin r ⊕ Fin r`, spin up first and spin down second. In this basis `spinRotation r b` is the real matrix

$$R(b)=\begin{pmatrix}c\,1&-s\,1\\ s\,1&c\,1\end{pmatrix},$$

which represents $e^{-ib\hat S_y}$ for spin one half (with $\hbar=1$). The theorem `spinRotation_mul` states that $R(a)R(b)=R(a+b)$; it follows from block multiplication and the addition formulas for sine and cosine.

For $N$ electrons, `slater C x` is the amplitude

$$\Psi_C(x)=\frac{1}{\sqrt{N!}}\det\big[C_{x_i,j}\big],$$

where $x_i$ is the basis state of electron $i$ and the columns of $C$ are the spin orbitals. The state has norm one when these columns are orthonormal. The columns of `uhfOrbitals A B` are the alpha orbitals with spin up and the beta orbitals with spin down, so $N=m+n$.

The definition `overlapKernel` multiplies the amplitudes of the original and rotated determinants and sums over all assignments of basis states to electrons. The determinant formula is therefore a theorem about wavefunctions and is not part of the definition.

The main theorem, `overlapKernel_eq`, assumes `hmn : n ≤ m` and the orthonormality conditions `hA` and `hB`. It does not require the orbitals to solve the Hartree-Fock equations. Complex orbitals, orbitals that mix spin up and spin down, and non-orthogonal basis functions lie beyond its scope.

In spin-projected Hartree-Fock based on a UHF determinant, this kernel is multiplied by $\sin b$ and the Wigner function $d^J_{\mu\mu}(b)$, with the spin projection $\mu=(m-n)/2$, and integrated over $b$ from 0 to $\pi$. The integral times $(2J+1)/2$ is the weight of the total spin $J$ in the determinant. The corresponding energy also needs a Hamiltonian kernel, which is not treated here.

## From configurations to orbital overlaps

Let $M=C^TD$ be the matrix of overlaps between two sets of spin orbitals. Expand the determinant of $C$ over permutations $\sigma$ and that of $D$ over permutations $\tau$. For fixed $\sigma$, the sum over configurations factorises:

$$\sum_x\prod_i C_{x_i,\sigma(i)}\det[D_{x_i,j}]
=\sum_\tau \operatorname{sgn}(\tau)\prod_i M_{\sigma(i),\tau(i)}
=\operatorname{sgn}(\sigma)\det M.$$

The last equality holds because permuting the rows of $M$ by $\sigma$ multiplies its determinant by $\operatorname{sgn}(\sigma)$. The expansion of the first determinant supplies another factor $\operatorname{sgn}(\sigma)$, so each of the $N!$ permutations contributes $\det M$. The two normalisation factors cancel $N!$, which leaves

$$\sum_x\Psi_C(x)\Psi_D(x)=\det(C^TD).$$

This is `slater_inner`. Its step `h` is the displayed calculation for fixed $\sigma$, with `det_rows` providing the expansions, and `total` adds the equal contributions.

For the UHF state, rotation and orthonormality give the overlap matrix

$$\begin{pmatrix}A^T&0\\0&B^T\end{pmatrix}
\begin{pmatrix}cA&-sB\\sA&cB\end{pmatrix}
=\begin{pmatrix}c\,1&-sS\\sS^T&c\,1\end{pmatrix}=:K.$$

The step `h` in `overlapKernel_eq` proves this equality. What remains is to evaluate $\det K$.

## Block elimination, including $c=0$

Multiply $K$ on the right by a block triangular matrix:

$$K\begin{pmatrix}1&sS\\0&c\,1\end{pmatrix}
=\begin{pmatrix}c\,1&0\\sS^T&c^2 1+s^2S^TS\end{pmatrix}.$$

The upper right block vanishes because $csS-scS=0$. Taking determinants gives

$$c^n\det K=c^m\det(c^2 1+s^2S^TS).$$

For $c\ne0$, dividing by $c^n$ yields the result. To include $c=0$, hold $s$ fixed and treat $c$ as an independent variable. Both sides of the desired identity are continuous in $c$ and agree at every nonzero $c$, so they also agree at zero.

In `det_rotated_overlap`, `step` performs the elimination with $x$ in place of $c$, and `key` extends the equality to zero through `Continuous.ext_on`. This lemma holds for arbitrary real $c$ and $s$, without $c^2+s^2=1$.

The condition $n\le m$ matters because Lean's natural-number subtraction gives `m - n = 0` when $m<n$. For $m=0$ and $n=1$, a single beta electron, the kernel is $c$, whereas the formula would give $c^2$. These differ whenever $c$ is neither 0 nor 1, so the formula as written already fails with one more beta than alpha electron.

## Paired orbitals, restricted orbitals and rotation by $\pi$

If $S^TS$ is diagonal with entries $\sigma_j^2$, where the $\sigma_j$ are now real numbers, `overlapKernel_paired` evaluates the determinant as a product:

$$c^{m-n}\prod_j(c^2+s^2\sigma_j^2).$$

A square diagonal $S$ is the case $m=n$, $\sigma_j=S_{jj}$. For any UHF determinant of the kind treated here, an orthogonal transformation of the beta orbitals among themselves brings $S^TS$ to diagonal form and leaves the kernel unchanged.

If the beta orbitals are $B=AU$ with $U^TU=1$, they lie in the alpha space. Then $S=U$ and $S^TS=1$, and $c^2+s^2=1$ reduces the kernel to $c^{m-n}$, as stated in `overlapKernel_restricted`. This is the rotation amplitude of a state with total spin $(m-n)/2$ and maximal spin projection.

At $b=\pi$, $c=0$ and $s=1$. For $m=n$ the kernel becomes $\det(S^TS)=(\det S)^2$, which is `overlapKernel_pi`. For $m>n$ the factor $c^{m-n}$ makes it zero: the rotation reverses the nonzero spin projection, so the two states are orthogonal.

The smallest case with both spins present has $m=n=1$. In `overlapKernel_witness` the alpha orbital is $(1,0)$ and the beta orbital is $(\cos\theta,\sin\theta)$, so $S=\cos\theta$ and the kernel is $c^2+s^2\cos^2\theta$. At $\theta=0$ both electrons share one spatial orbital and the kernel is 1 for every $b$, as it must be for a singlet.
